# Around a large circle, two bound states of $x^6-7x^2$ get the same node count

## Wavefunctions, nodes and contours

Units are chosen so that the Schrödinger equation reads $-y''+V(x)\,y=Ey$, with $V(x)=x^6-7x^2$. For real $c$ let

$$\psi_c(z)=(z^2+c)\,e^{-z^4/4},\qquad z\in\mathbb C .$$

This function is not normalised, but a constant factor changes neither its zeros nor $\psi_c'/\psi_c$. A real node is a real $x$ with $\psi_c(x)=0$. Contours are circles traversed once counterclockwise, with centre $z_0$ and radius $R>0$.

In one dimension the level number $n$ of a bound state, counted from $n=0$ for the ground state, is its number of real nodes. With a contour that encloses the real nodes and no other zero of $\psi$, contour quantization reads $n$ from

$$\oint\frac{\psi'}{\psi}\,dz=2\pi i\,n ,$$

and Dunham's condition replaces $\psi'/\psi$ by its WKB series. Here the logarithmic derivative is exact, so any miscount comes from the contour alone.

The claim is that $c=1/\sqrt2$ and $c=-1/\sqrt2$ give bound states with $E=-4c$, and that every circle about $0$ with $R^4>1/2$, hence every one with $R>1$, gives $4\pi i$ for both. The first state has no real node and the second has two.

## Energies, zeros and residues

Differentiating $p(z)e^{-z^4/4}$ replaces $p$ by $p'-z^3p$. Starting from $p=z^2+c$, this gives the prefactors

$$\psi_c':\ 2z-cz^3-z^5,\qquad \psi_c'':\ 2-3cz^2-7z^4+cz^6+z^8 .$$

Since $(z^6-7z^2)(z^2+c)=z^8+cz^6-7z^4-7cz^2$,

$$-\psi_c''+(z^6-7z^2)\psi_c=(-2-4cz^2)\,e^{-z^4/4}.$$

This equals $E\psi_c$ exactly when $E=-4c$ and $Ec=-2$, that is, when $c^2=1/2$ and $E=-4c$.

For square integrability, $(x^2-2)^2\ge0$ gives $e^{-x^4/2}\le e^{2-2x^2}$. Also $(x^2+c)^2\le2x^4+2c^2\le(4+2c^2)e^{x^2}$, because $e^{x^2}\ge1+x^2+x^4/2$. Hence $|\psi_c(x)|^2\le(4+2c^2)e^2e^{-x^2}$.

Choose a complex $a$ with $a^2=-c$. Then $z^2+c=(z-a)(z+a)$ and

$$\frac{\psi_c'}{\psi_c}=\frac{1}{z-a}+\frac1{z+a}-z^3 .$$

By Cauchy's theorem the cubic term integrates to zero, and each pole gives $2\pi i$ if enclosed and $0$ if outside. For $c^2=1/2$ we have $|a|^4=1/2$, so both zeros lie at distance $\rho=2^{-1/4}\approx0.841$ from the origin. A centred circle with $R>\rho$ encloses both and gives $4\pi i$. The zeros are $\pm i\rho$ for $c>0$ and $\pm\rho$ for $c<0$; only the latter are real nodes.

Two circles of radius $1/2$ about $\rho$ and $-\rho$ restore the count. Each centre is more than $1/2$ away from the imaginary zeros and from the other centre. The two integrals therefore add up to $0$ for $c>0$ and to $4\pi i$ for $c<0$.

## Eight points on a circle of radius 2

When $\psi$ and $\psi'$ are available at points of the contour, the integral can be evaluated with the trapezoidal rule. For a centred circle and $z_k=Re^{2\pi ik/N}$,

$$\frac1{2\pi i}\oint\frac{\psi'}{\psi}\,dz\approx\frac1N\sum_{k=0}^{N-1}z_k\frac{\psi'(z_k)}{\psi(z_k)} .$$

Here each summand is $2z_k^2/(z_k^2+c)-z_k^4$. Take $R=2$ and $N=8$. The values $z_k^4=\pm16$ cancel, and $z_k^2$ runs twice through $4,4i,-4,-4i$. With $c^2=1/2$ the average is

$$\frac14\left(\frac{64}{16-c^2}+\frac{64}{16+c^2}\right)=\frac14\left(\frac{64}{15.5}+\frac{64}{16.5}\right)\approx2.002 .$$

Only $c^2$ enters, so both states give the same number. Rounded to $2$, it is right for the state at $E=2\sqrt2$ and wrong for the nodeless one at $E=-2\sqrt2$.

## The Lean development

```lean
import Mathlib

open Metric MeasureTheory
open scoped Real

namespace DunhamContour

noncomputable section
```

The definition `psi` takes a real parameter and a complex argument, so its derivative is the complex one.

```lean
/-- The trial wavefunction `(z² + c) exp(-z⁴/4)`, continued to the complex plane. -/
def psi (c : ℝ) (z : ℂ) : ℂ := (z ^ 2 + c) * Complex.exp (-z ^ 4 / 4)
```

The set `realNodes c` contains real numbers only; `psi` is evaluated at their embedding in $\mathbb C$.

```lean
/-- The nodes of the wavefunction on the real axis. -/
def realNodes (c : ℝ) : Set ℝ := {x | psi c x = 0}
```

The first lemma is the rule $p\mapsto p'-z^3p$, obtained from the product and chain rules.

```lean
/-- Differentiating a prefactor times `exp(-z⁴/4)` replaces the prefactor `p` by `p' - z³ p`. -/
theorem hasDerivAt_mul_weight {p : ℂ → ℂ} {p' z : ℂ} (hp : HasDerivAt p p' z) :
    HasDerivAt (fun w => p w * Complex.exp (-w ^ 4 / 4))
      ((p' - z ^ 3 * p z) * Complex.exp (-z ^ 4 / 4)) z := by
  have h := hp.fun_mul (((hasDerivAt_pow 4 z).fun_neg.div_const 4).cexp)
  refine h.congr_deriv ?_
  push_cast
  ring
```

Applying it once gives $\psi_c'$ as an identity of functions, which can then be differentiated again.

```lean
/-- The first derivative of the wavefunction. -/
theorem deriv_psi (c : ℝ) : deriv (psi c) =
    fun z => (2 * z - z ^ 3 * (z ^ 2 + c)) * Complex.exp (-z ^ 4 / 4) := by
  funext z
  have h : HasDerivAt (fun w : ℂ => w ^ 2 + (c : ℂ)) (2 * z) z := by
    refine ((hasDerivAt_pow 2 z).add_const (c : ℂ)).congr_deriv ?_
    push_cast
    ring
  exact (hasDerivAt_mul_weight h).deriv
```

The next theorem states the eigenvalue equation for all complex $z$, which includes the real line. Inside the proof, `key` is the formula with prefactor $-2-4cz^2$. For the forward direction the exponential is cancelled and the coefficients are compared through the points $0$ and $1$; the converse substitutes $c^2=1/2$.

```lean
/-- The wavefunction solves the Schrödinger equation with potential `z⁶ - 7z²` and energy `E`
exactly when `c² = 1/2` and `E = -4c`. -/
theorem schrodinger_iff (c E : ℝ) :
    (∀ z : ℂ, -deriv (deriv (psi c)) z + (z ^ 6 - 7 * z ^ 2) * psi c z = E * psi c z) ↔
      c ^ 2 = 1 / 2 ∧ E = -4 * c := by
  -- the Hamiltonian maps the prefactor to a polynomial of degree at most two
  have key : ∀ z : ℂ, -deriv (deriv (psi c)) z + (z ^ 6 - 7 * z ^ 2) * psi c z =
      (-2 - 4 * c * z ^ 2) * Complex.exp (-z ^ 4 / 4) := by
    intro z
    have h : HasDerivAt (fun w : ℂ => 2 * w - w ^ 3 * (w ^ 2 + (c : ℂ)))
        (2 - 5 * z ^ 4 - 3 * c * z ^ 2) z := by
      refine (((hasDerivAt_id' z).const_mul 2).fun_sub ((hasDerivAt_pow 3 z).fun_mul
        ((hasDerivAt_pow 2 z).add_const (c : ℂ)))).congr_deriv ?_
      push_cast
      ring
    rw [deriv_psi, (hasDerivAt_mul_weight h).deriv, psi]
    ring
  constructor
  · intro h
    have h' : ∀ z : ℂ, -2 - 4 * (c : ℂ) * z ^ 2 = E * (z ^ 2 + c) := by
      intro z
      have hz := (key z).symm.trans (h z)
      simp only [psi] at hz
      refine mul_right_cancel₀ (Complex.exp_ne_zero (-z ^ 4 / 4)) ?_
      linear_combination hz
    have hr : ∀ x : ℝ, -2 - 4 * c * x ^ 2 = E * (x ^ 2 + c) := fun x => by
      exact_mod_cast h' x
    -- compare coefficients through the points 0 and 1
    have h0 := hr 0
    have h1 := hr 1
    have hE : E = -4 * c := by linear_combination h0 - h1
    exact ⟨by linear_combination (1 / 4) * h0 + (c / 4) * hE, hE⟩
  · rintro ⟨hc, rfl⟩ z
    have hc' : (c : ℂ) ^ 2 = 1 / 2 := by
      rw [← Complex.ofReal_pow, hc]
      norm_num
    rw [key, psi]
    push_cast
    linear_combination (4 * Complex.exp (-z ^ 4 / 4)) * hc'
```

Square integrability holds for every real $c$. The estimates `e1` and `e2` are the two inequalities above, and their product is the Gaussian bound.

```lean
/-- The wavefunction is square integrable on the real line. -/
theorem normalizable (c : ℝ) : Integrable (fun x : ℝ => ‖psi c x‖ ^ 2) := by
  have hcont : Continuous (fun x : ℝ => ‖psi c x‖ ^ 2) := by
    unfold psi
    fun_prop
  -- a Gaussian dominates the density
  refine ((integrable_exp_neg_mul_sq one_pos).const_mul
    ((4 + 2 * c ^ 2) * Real.exp 2)).mono' hcont.aestronglyMeasurable
    (Filter.Eventually.of_forall fun x => ?_)
  have hx : psi c x = (((x ^ 2 + c) * Real.exp (-x ^ 4 / 4) : ℝ) : ℂ) := by simp [psi]
  have e1 : Real.exp (-x ^ 4 / 4) ^ 2 ≤ Real.exp (2 - 2 * x ^ 2) := by
    rw [← Real.exp_nat_mul]
    apply Real.exp_le_exp.mpr
    push_cast
    nlinarith [sq_nonneg (x ^ 2 - 2)]
  have e2 : (x ^ 2 + c) ^ 2 ≤ (4 + 2 * c ^ 2) * Real.exp (x ^ 2) := by
    have q := Real.quadratic_le_exp_of_nonneg (sq_nonneg x)
    refine le_trans ?_ (mul_le_mul_of_nonneg_left q (by positivity))
    nlinarith [sq_nonneg (x ^ 2 - c), mul_nonneg (sq_nonneg c) (sq_nonneg x),
      sq_nonneg (c * x ^ 2), sq_nonneg x]
  rw [Real.norm_of_nonneg (by positivity), hx, Complex.norm_real, Real.norm_eq_abs, sq_abs,
    mul_pow]
  refine (mul_le_mul e2 e1 (by positivity) (by positivity)).trans_eq ?_
  rw [mul_assoc, ← Real.exp_add, mul_assoc, ← Real.exp_add]
  congr 2
  ring
```

A real $x$ is a node exactly when $x^2=-c$, since the exponential never vanishes. This has no solution for $c>0$ and the two solutions $\pm\sqrt{-c}$ for $c<0$. Here `ncard` is the number of elements of a finite set.

```lean
/-- For `c > 0` there is no real node; for `c < 0` there are exactly two. -/
theorem realNodes_count (c : ℝ) :
    (0 < c → realNodes c = ∅) ∧ (c < 0 → (realNodes c).ncard = 2) := by
  have node : ∀ x : ℝ, x ∈ realNodes c ↔ x ^ 2 = -c := by
    intro x
    change psi c x = 0 ↔ _
    rw [psi, mul_eq_zero, or_iff_left (Complex.exp_ne_zero _), eq_neg_iff_add_eq_zero]
    norm_cast
  constructor
  · intro hc
    ext x
    rw [node]
    exact ⟨fun h => by nlinarith [sq_nonneg x], fun h => h.elim⟩
  · intro hc
    have hs := Real.sq_sqrt (show 0 ≤ -c by linarith)
    have hp := Real.sqrt_pos.mpr (show 0 < -c by linarith)
    have hset : realNodes c = {√(-c), -√(-c)} := by
      ext x
      rw [node, Set.mem_insert_iff, Set.mem_singleton_iff, ← sq_eq_sq_iff_eq_or_eq_neg, hs]
    rw [hset]
    exact Set.ncard_pair (fun h => by linarith)
```

The notation `∮ z in C(z₀, R)` is the integral over the circle described at the start. For the integrand $1/(z-w)$, with a single pole of residue $1$ at $w$, the hypothesis `hw` keeps the pole off the circle. An enclosed pole gives $2\pi i$; otherwise the integrand is holomorphic on the closed disc and Cauchy's theorem gives zero.

```lean
/-- For `w` off the circle, the integral of `1/(z - w)` is `2πi` if `w` is enclosed and zero
otherwise. -/
theorem pole_integral {z₀ w : ℂ} {R : ℝ} (hR : 0 < R) (hw : ‖w - z₀‖ ≠ R) :
    (∮ z in C(z₀, R), (z - w)⁻¹) = if ‖w - z₀‖ < R then 2 * π * Complex.I else 0 := by
  split_ifs with h
  · exact circleIntegral.integral_sub_inv_of_mem_ball (mem_ball_iff_norm.mpr h)
  · have hne : ∀ z ∈ closedBall z₀ R, z - w ≠ 0 := by
      intro z hz h0
      rw [sub_eq_zero.mp h0, mem_closedBall_iff_norm] at hz
      exact h (lt_of_le_of_ne hz hw)
    exact Complex.circleIntegral_eq_zero_of_differentiable_on_off_countable hR.le
      Set.countable_empty (ContinuousOn.inv₀ (by fun_prop) hne)
      (fun z hz => DifferentiableAt.inv (by fun_prop) (hne z (ball_subset_closedBall hz.1)))
```

The general count applies to any circle that avoids $a$ and $-a$, centred or not. The step `heq` is the partial-fraction identity on the circle, and `hcube` removes the cubic term. The remaining two integrals come from `pole_integral`.

```lean
/-- Let `a` and `-a` be the complex zeros of the prefactor. Around a circle through neither, the
integral of `ψ'/ψ` is the sum of `2πi` for each of `a`, `-a` that is enclosed. -/
theorem contour_count {c R : ℝ} {a z₀ : ℂ} (hR : 0 < R) (ha : a ^ 2 = -(c : ℂ))
    (h₁ : ‖a - z₀‖ ≠ R) (h₂ : ‖-a - z₀‖ ≠ R) :
    (∮ z in C(z₀, R), deriv (psi c) z / psi c z) =
      (if ‖a - z₀‖ < R then 2 * π * Complex.I else 0) +
      (if ‖-a - z₀‖ < R then 2 * π * Complex.I else 0) := by
  have hne : ∀ w : ℂ, ‖w - z₀‖ ≠ R → ∀ z ∈ sphere z₀ R, z - w ≠ 0 := by
    intro w hw z hz h0
    rw [sub_eq_zero.mp h0, mem_sphere_iff_norm] at hz
    exact hw hz
  have hc : ∀ w : ℂ, ‖w - z₀‖ ≠ R → ContinuousOn (fun z => (z - w)⁻¹) (sphere z₀ R) :=
    fun w hw => ContinuousOn.inv₀ (by fun_prop) (hne w hw)
  have h3 : ContinuousOn (fun z : ℂ => z ^ 3) (sphere z₀ R) := by fun_prop
  have h4 : ContinuousOn (fun z : ℂ => z ^ 3 - (z - -a)⁻¹) (sphere z₀ R) :=
    h3.sub (hc _ h₂)
  -- partial fractions of the logarithmic derivative
  have heq : Set.EqOn (fun z => deriv (psi c) z / psi c z)
      (fun z => (z - a)⁻¹ - (z ^ 3 - (z - -a)⁻¹)) (sphere z₀ R) := by
    intro z hz
    have hm := hne a h₁ z hz
    have hp := hne (-a) h₂ z hz
    rw [sub_neg_eq_add] at hp
    have hfac : z ^ 2 + (c : ℂ) = (z - a) * (z + a) := by linear_combination ha
    simp only [sub_neg_eq_add]
    rw [deriv_psi, psi, mul_div_mul_right _ _ (Complex.exp_ne_zero _), hfac]
    field_simp
    ring
  have hcube : (∮ z in C(z₀, R), z ^ 3) = 0 :=
    Complex.circleIntegral_eq_zero_of_differentiable_on_off_countable hR.le
      Set.countable_empty (by fun_prop) (fun z _ => by fun_prop)
  rw [circleIntegral.integral_congr hR.le heq,
    circleIntegral.integral_sub ((hc _ h₁).circleIntegrable hR.le) (h4.circleIntegrable hR.le),
    circleIntegral.integral_sub (h3.circleIntegrable hR.le) ((hc _ h₂).circleIntegrable hR.le),
    hcube, pole_integral hR h₁, pole_integral hR h₂]
  ring
```

The miscount combines four statements: the two contour integrals and the two node counts. The auxiliary claim `big` treats both signs of $c$ together. It takes some complex square root $a$ of $-c$, finds $|a|^4=1/2$, and concludes that $a$ and $-a$ are enclosed. The sign of $c$ enters only through `realNodes_count`.

```lean
/-- Around every circle centred at the origin with `R⁴ > 1/2`, the integral of `ψ'/ψ` is `4πi`
for both `c = 1/√2` and `c = -1/√2`, though the first state has no real node and the second two. -/
theorem large_contour_miscounts {R : ℝ} (hR : 0 < R) (hR4 : 1 / 2 < R ^ 4) :
    ((∮ z in C(0, R), deriv (psi (1 / √2)) z / psi (1 / √2) z) = 4 * π * Complex.I ∧
      realNodes (1 / √2) = ∅) ∧
    ((∮ z in C(0, R), deriv (psi (-(1 / √2))) z / psi (-(1 / √2)) z) = 4 * π * Complex.I ∧
      (realNodes (-(1 / √2))).ncard = 2) := by
  have big : ∀ c : ℝ, c ^ 2 = 1 / 2 →
      (∮ z in C(0, R), deriv (psi c) z / psi c z) = 4 * π * Complex.I := by
    intro c hc
    obtain ⟨a, ha⟩ := IsAlgClosed.exists_pow_nat_eq (-(c : ℂ)) two_pos
    have hn : ‖a‖ ^ 2 = |c| := by
      rw [← norm_pow, ha, norm_neg, Complex.norm_real, Real.norm_eq_abs]
    -- both zeros have modulus 2^(-1/4), so the circle encloses them
    have h4 : ‖a‖ ^ 4 = 1 / 2 := by
      rw [← hc, ← sq_abs c, ← hn]
      ring
    have hlt : ‖a‖ < R := lt_of_pow_lt_pow_left₀ 4 hR.le (by rw [h4]; exact hR4)
    have h1 : ‖a - 0‖ < R := by rwa [sub_zero]
    have h2 : ‖-a - 0‖ < R := by rwa [sub_zero, norm_neg]
    rw [contour_count hR ha h1.ne h2.ne, if_pos h1, if_pos h2]
    ring
  have hs : (1 / √2 : ℝ) ^ 2 = 1 / 2 := by
    rw [div_pow, Real.sq_sqrt (by norm_num), one_pow]
  have hpos : (0 : ℝ) < 1 / √2 := by positivity
  exact ⟨⟨big _ hs, (realNodes_count _).1 hpos⟩,
    ⟨big _ (by rw [neg_sq, hs]), (realNodes_count _).2 (by linarith)⟩⟩
```

In the last theorem `a` is the positive real number called $\rho$ above, and no longer a zero for both signs of $c$. From $c^2=a^4$ the proof obtains $c=a^2$ or $c=-a^2$. In the first case the zeros are $\pm ia$ and both circles miss them; in the second each circle encloses one zero. The helper `far` uses that the modulus of a complex number is at least the absolute value of its real part, which suffices because $a>1/2$.

```lean
/-- Let `a > 0` with `a⁴ = 1/2`. For either state with `c² = 1/2`, the integrals of `ψ'/ψ` around
the circles of radius `1/2` about `a` and `-a` add up to `2πi` times the number of real nodes. -/
theorem tight_contours_count {a c : ℝ} (ha : 0 < a) (ha4 : a ^ 4 = 1 / 2)
    (hc : c ^ 2 = 1 / 2) :
    (∮ z in C((a : ℂ), 1 / 2), deriv (psi c) z / psi c z) +
      (∮ z in C(-(a : ℂ), 1 / 2), deriv (psi c) z / psi c z) =
      2 * π * Complex.I * ((realNodes c).ncard : ℂ) := by
  have hhalf : (0 : ℝ) < 1 / 2 := by norm_num
  have ha2 : 1 / 2 < a := by
    by_contra h
    have := pow_le_pow_left₀ ha.le (not_lt.mp h) 4
    norm_num [ha4] at this
  have far : ∀ w : ℂ, (1 / 2 < w.re ∨ 1 / 2 < -w.re) → 1 / 2 < ‖w‖ :=
    fun w h => (lt_abs.mpr h).trans_le (Complex.abs_re_le_norm w)
  rcases sq_eq_sq_iff_eq_or_eq_neg.mp
    (show c ^ 2 = (a ^ 2) ^ 2 by linear_combination hc - ha4) with rfl | rfl
  · -- imaginary zeros: both circles miss them
    have hroot : (Complex.I * a) ^ 2 = -((a ^ 2 : ℝ) : ℂ) := by
      rw [mul_pow, Complex.I_sq]
      push_cast
      ring
    have h1 : 1 / 2 < ‖Complex.I * a - (a : ℂ)‖ := far _ (Or.inr (by simp; linarith))
    have h2 : 1 / 2 < ‖-(Complex.I * a) - (a : ℂ)‖ := far _ (Or.inr (by simp; linarith))
    have h3 : 1 / 2 < ‖Complex.I * a - -(a : ℂ)‖ := far _ (Or.inl (by simp; linarith))
    have h4 : 1 / 2 < ‖-(Complex.I * a) - -(a : ℂ)‖ := far _ (Or.inl (by simp; linarith))
    rw [contour_count hhalf hroot h1.ne' h2.ne', contour_count hhalf hroot h3.ne' h4.ne',
      if_neg (lt_asymm h1), if_neg (lt_asymm h2), if_neg (lt_asymm h3), if_neg (lt_asymm h4),
      (realNodes_count _).1 (by positivity), Set.ncard_empty]
    simp
  · -- real zeros: each circle encloses one
    have hroot : (a : ℂ) ^ 2 = -((-a ^ 2 : ℝ) : ℂ) := by
      push_cast
      ring
    have h1 : ‖(a : ℂ) - a‖ < 1 / 2 := by rw [sub_self, norm_zero]; exact hhalf
    have h2 : 1 / 2 < ‖-(a : ℂ) - a‖ := far _ (Or.inr (by simp; linarith))
    have h3 : 1 / 2 < ‖(a : ℂ) - -(a : ℂ)‖ := far _ (Or.inl (by simp; linarith))
    have h4 : ‖-(a : ℂ) - -(a : ℂ)‖ < 1 / 2 := by rw [sub_self, norm_zero]; exact hhalf
    rw [contour_count hhalf hroot h1.ne h2.ne', contour_count hhalf hroot h3.ne' h4.ne,
      if_pos h1, if_neg (lt_asymm h2), if_neg (lt_asymm h3), if_pos h4,
      (realNodes_count _).2 (neg_lt_zero.mpr (by positivity))]
    push_cast
    ring

end

end DunhamContour
```

```lean
#print axioms DunhamContour.schrodinger_iff
-- 'DunhamContour.schrodinger_iff' depends on axioms: [propext, Classical.choice, Quot.sound]
#print axioms DunhamContour.normalizable
-- 'DunhamContour.normalizable' depends on axioms: [propext, Classical.choice, Quot.sound]
#print axioms DunhamContour.large_contour_miscounts
-- 'DunhamContour.large_contour_miscounts' depends on axioms: [propext, Classical.choice, Quot.sound]
#print axioms DunhamContour.tight_contours_count
-- 'DunhamContour.tight_contours_count' depends on axioms: [propext, Classical.choice, Quot.sound]
```

## What the two states show about contour quantization

For these two exactly solvable states of a one-dimensional double well, a contour integral of the exact $\psi'/\psi$ gives the level number only if the contour leaves out the zeros off the real axis. The small circles achieve this with centres placed using the known value of $\rho$; they are not a recipe for an unknown wavefunction. The link between level number and real nodes is the standard oscillation theorem, which is used here for interpretation and, like the WKB series, does not enter the Lean proofs.
